# Squared Overlaps of Positive-Energy Dirac Helicity Spinors with Equal Energy

## An electron deflected by a heavy nucleus

An electron of mass $m$ scatters elastically off a nucleus too heavy to recoil. Its energy $E$ is unchanged, and its momentum turns from $\mathbf p$ to $\mathbf p'$ through the angle $\theta$. How likely is its helicity to flip?

In first Born approximation, a static Coulomb potential gives an amplitude proportional to $u'^\dagger u$, where $u$ and $u'$ are the free incoming and outgoing spinors. With $\hbar=c=1$ and $u^\dagger u=2E$, the claim for $E>0$ and $\mathbf p\neq0$ is

$$|u'^\dagger u|^2=\begin{cases}4E^2\cos^2(\theta/2)&\text{equal helicity,}\\4m^2\sin^2(\theta/2)&\text{opposite helicity,}\end{cases}$$

with sum $4E^2-4|\mathbf p|^2\sin^2(\theta/2)$. At this order, an electron scattered through a given angle $\theta$ has flipped its helicity with a probability equal to the second line divided by the sum, wherever the sum is non-zero.

## From four components to two

Write $u=(\varphi,\chi)$ in the Dirac representation, and let $s$ be the helicity, so that $\boldsymbol\Sigma\cdot\mathbf p\,u=s|\mathbf p|u$. Since $(\boldsymbol\sigma\cdot\mathbf p)^2=|\mathbf p|^2$, applying the Hamiltonian twice gives $E^2=m^2+|\mathbf p|^2$, and applying $\boldsymbol\Sigma\cdot\mathbf p$ twice gives $s^2=1$. The same holds for $u'$ with helicity $s'$, so $|\mathbf p'|=|\mathbf p|$. Also $E>|m|$, hence $E+m>0$.

The lower row of the Dirac equation, $\boldsymbol\sigma\cdot\mathbf p\,\varphi-m\chi=E\chi$, gives
$$\chi=\frac{s|\mathbf p|}{E+m}\varphi .$$
With $|\mathbf p|^2=(E-m)(E+m)$, the normalisation becomes
$$2E=\varphi^\dagger\varphi\left(1+\frac{E-m}{E+m}\right)=\varphi^\dagger\varphi\,\frac{2E}{E+m},$$
so $\varphi^\dagger\varphi=E+m$. The overlap reduces to
$$u'^\dagger u=\frac{E+m+ss'(E-m)}{E+m}\,\varphi'^\dagger\varphi .$$

## The angle enters through Bloch vectors

Let $\mathbf b=\varphi^\dagger\boldsymbol\sigma\varphi$. Multiply $\boldsymbol\sigma\cdot\mathbf p\,\varphi=s|\mathbf p|\varphi$ by $\varphi^\dagger\sigma_i$ and take the real part. The product rule for Pauli matrices leaves $p_i\,\varphi^\dagger\varphi=s|\mathbf p|b_i$, so $\mathbf b=s(E+m)\mathbf p/|\mathbf p|$.

From $\varphi\varphi^\dagger=\tfrac12(\varphi^\dagger\varphi+\mathbf b\cdot\boldsymbol\sigma)$ follows the Fierz identity
$$2|\varphi'^\dagger\varphi|^2=(\varphi^\dagger\varphi)(\varphi'^\dagger\varphi')+\mathbf b\cdot\mathbf b'=(E+m)^2(1+ss'\cos\theta).$$
Therefore
$$|u'^\dagger u|^2=\tfrac12\,[E+m+ss'(E-m)]^2(1+ss'\cos\theta).$$
For $ss'=1$ the bracket is $2E$ and $1+\cos\theta=2\cos^2(\theta/2)$. For $ss'=-1$ it is $2m$ and $1-\cos\theta=2\sin^2(\theta/2)$. The sum follows from $E^2-m^2=|\mathbf p|^2$.

## The Mott cross-section and the massless limit

Each incoming helicity gives the same sum over outgoing ones, so averaging over the incoming helicity changes nothing. Dividing by $4E^2$ and writing $\beta=|\mathbf p|/E$ gives the Mott factor in the unpolarised Born cross-section for nuclear charge $Z$ and fine-structure constant $\alpha$:
$$\frac{d\sigma}{d\Omega}=\frac{Z^2\alpha^2E^2}{4|\mathbf p|^4\sin^4(\theta/2)}\left(1-\beta^2\sin^2\frac\theta2\right).$$
This cross-section adds scattering theory to the spinor algebra proved below.

At $m=0$ the flip term vanishes at every angle. The other term vanishes at $\theta=\pi$, so a massless electron does not scatter straight back at this order.

## Spinors and angles in Lean

`IsHelicitySpinor m E s p u` collects the Dirac equation, the helicity equation and $u^\dagger u=2E$. Its field `norm` fixes $u^\dagger u$, not the square root. The labels `.inl` and `.inr` select the upper and lower halves, and `p 0`, `p 1`, `p 2` are the Cartesian components. The number `s` is twice the spin projection along the momentum; it enters as any real number, and $s=\pm1$ is derived.

In `helicity_overlaps`, `u'` has helicity `s` and `v` has helicity `-s`, both at momentum `p'`. Here `v` is a positive-energy spinor, not the antiparticle spinor that usually bears this letter. The hypothesis `hθ` defines the angle by $\mathbf p\cdot\mathbf p'=|\mathbf p||\mathbf p'|\cos\theta$. Directions and spinor phases are free, and `m` may be any real number.

The link between $u'^\dagger u$ and a scattering amplitude is physical input: the theorems contain no potential, recoil or higher Born terms.

```lean
import Mathlib

open Matrix

namespace MottHelicity

noncomputable section

/-- The Pauli contraction `σ·p`. -/
def sigmaDot (p : Fin 3 → ℝ) : Matrix (Fin 2) (Fin 2) ℂ :=
  !![(p 2 : ℂ), p 0 - Complex.I * p 1; p 0 + Complex.I * p 1, -(p 2 : ℂ)]

/-- The magnitude `|p|` of a momentum. -/
def pmag (p : Fin 3 → ℝ) : ℝ := Real.sqrt (p ⬝ᵥ p)

/-- The free Dirac Hamiltonian `α·p + βm` in the Dirac representation. -/
def diracH (m : ℝ) (p : Fin 3 → ℝ) : Matrix (Fin 2 ⊕ Fin 2) (Fin 2 ⊕ Fin 2) ℂ :=
  fromBlocks ((m : ℂ) • 1) (sigmaDot p) (sigmaDot p) ((-m : ℂ) • 1)

/-- The operator `Σ·p` on four-component spinors, twice the scalar product of spin and momentum. -/
def spinDot (p : Fin 3 → ℝ) : Matrix (Fin 2 ⊕ Fin 2) (Fin 2 ⊕ Fin 2) ℂ :=
  fromBlocks (sigmaDot p) 0 0 (sigmaDot p)

/-- `u` solves the Dirac equation with energy `E`, satisfies `Σ·p u = s|p| u`,
and is normalised to `u†u = 2E`. -/
structure IsHelicitySpinor (m E s : ℝ) (p : Fin 3 → ℝ) (u : Fin 2 ⊕ Fin 2 → ℂ) : Prop where
  dirac : diracH m p *ᵥ u = (E : ℂ) • u
  helicity : spinDot p *ᵥ u = ((s * pmag p : ℝ) : ℂ) • u
  norm : star u ⬝ᵥ u = ((2 * E : ℝ) : ℂ)

/-- The density `φ†φ` of a two-spinor. -/
def density (φ : Fin 2 → ℂ) : ℝ := Complex.normSq (φ 0) + Complex.normSq (φ 1)

/-- The Bloch vector `φ†σφ` of a two-spinor. -/
def bloch (φ : Fin 2 → ℂ) : Fin 3 → ℝ :=
  ![2 * (star (φ 0) * φ 1).re, 2 * (star (φ 0) * φ 1).im,
    Complex.normSq (φ 0) - Complex.normSq (φ 1)]

variable {m E s s' k k' θ : ℝ} {p p' : Fin 3 → ℝ} {u u' v : Fin 2 ⊕ Fin 2 → ℂ}
  {φ φ' : Fin 2 → ℂ}

/-- The square of `σ·p` is `p·p` times the identity. -/
theorem sigmaDot_mul_self (p : Fin 3 → ℝ) :
    sigmaDot p * sigmaDot p = ((p ⬝ᵥ p : ℝ) : ℂ) • 1 := by
  ext i j
  fin_cases i <;> fin_cases j <;>
    simp [sigmaDot, dotProduct, Fin.sum_univ_succ, Matrix.mul_apply] <;>
    ring_nf <;> simp only [Complex.I_sq] <;> ring

/-- If `σ·p φ = kφ`, then `(φ†φ) p = k φ†σφ`. -/
theorem bloch_parallel (h : sigmaDot p *ᵥ φ = (k : ℂ) • φ) (i : Fin 3) :
    p i * density φ = k * bloch φ i := by
  have e0 := congrFun h 0
  have e1 := congrFun h 1
  simp [sigmaDot, Matrix.mulVec, dotProduct, Fin.sum_univ_two, Complex.ext_iff] at e0 e1
  obtain ⟨r0, i0⟩ := e0
  obtain ⟨r1, i1⟩ := e1
  fin_cases i <;> simp [density, bloch, Complex.normSq_apply]
  · linear_combination (φ 1).re * r0 + (φ 1).im * i0 + (φ 0).re * r1 + (φ 0).im * i1
  · linear_combination (φ 1).im * r0 - (φ 1).re * i0 + (φ 0).re * i1 - (φ 0).im * r1
  · linear_combination (φ 0).re * r0 + (φ 0).im * i0 - (φ 1).re * r1 - (φ 1).im * i1

/-- Fierz identity: twice the squared overlap of two two-spinors is the product of their
densities plus the scalar product of their Bloch vectors. -/
theorem fierz (φ φ' : Fin 2 → ℂ) : 2 * Complex.normSq (star φ' ⬝ᵥ φ) =
    density φ * density φ' + bloch φ ⬝ᵥ bloch φ' := by
  simp [density, bloch, dotProduct, Fin.sum_univ_succ, Complex.normSq_apply]
  ring

/-- A helicity spinor of energy `E > 0` lies on the mass shell `E² = m² + |p|²`, and its eigenvalue
of `Σ·p` squares to `|p|²`. -/
theorem mass_shell (hE : 0 < E) (h : IsHelicitySpinor m E s p u) :
    E ^ 2 = m ^ 2 + pmag p ^ 2 ∧ (s * pmag p) ^ 2 = pmag p ^ 2 := by
  have hpp : pmag p ^ 2 = p ⬝ᵥ p :=
    Real.sq_sqrt (Finset.sum_nonneg fun i _ => mul_self_nonneg (p i))
  obtain ⟨j, hj⟩ : ∃ j, u j ≠ 0 := by
    by_contra hc
    have hu : u = 0 := funext fun j => by_contra fun hj => hc ⟨j, hj⟩
    have hn := congrArg Complex.re h.norm
    rw [hu, dotProduct_zero, Complex.zero_re, Complex.ofReal_re] at hn
    linarith
  -- apply each operator twice
  have hS : spinDot p * spinDot p = ((p ⬝ᵥ p : ℝ) : ℂ) • 1 := by
    simp [spinDot, fromBlocks_multiply, sigmaDot_mul_self, ← fromBlocks_one, fromBlocks_smul]
  have hH : diracH m p * diracH m p = ((m ^ 2 + p ⬝ᵥ p : ℝ) : ℂ) • 1 := by
    rw [← fromBlocks_one, fromBlocks_smul, diracH, fromBlocks_multiply, sigmaDot_mul_self]
    congr 1 <;> simp only [Matrix.smul_mul, Matrix.mul_smul, Matrix.one_mul, Matrix.mul_one] <;>
      push_cast <;> module
  have sq : ∀ (A : Matrix (Fin 2 ⊕ Fin 2) (Fin 2 ⊕ Fin 2) ℂ) (a b : ℝ),
      A * A = (b : ℂ) • 1 → A *ᵥ u = (a : ℂ) • u → a ^ 2 = b := by
    intro A a b hA ha
    have e : (A * A) *ᵥ u = (a : ℂ) • (a : ℂ) • u := by
      rw [← Matrix.mulVec_mulVec, ha, Matrix.mulVec_smul, ha]
    rw [hA, Matrix.smul_mulVec, Matrix.one_mulVec] at e
    have ej := congrFun e j
    simp only [Pi.smul_apply, smul_eq_mul] at ej
    have : (a : ℂ) ^ 2 = b := mul_right_cancel₀ hj (by linear_combination -ej)
    exact_mod_cast this
  rw [hpp]
  exact ⟨sq _ _ _ hH h.dirac, sq _ _ _ hS h.helicity⟩

/-- For a helicity spinor with `E > 0` and `p ≠ 0`, the lower two-spinor is `s|p|/(E+m)` times the
upper one, which is an eigenvector of `σ·p` with density `E + m > 0`. -/
theorem two_spinor_form (hE : 0 < E) (hp : 0 < pmag p) (h : IsHelicitySpinor m E s p u) :
    0 < E + m ∧ (∀ i, u (.inr i) = ((s * pmag p / (E + m) : ℝ) : ℂ) * u (.inl i)) ∧
    sigmaDot p *ᵥ (u ∘ Sum.inl) = ((s * pmag p : ℝ) : ℂ) • (u ∘ Sum.inl) ∧
    density (u ∘ Sum.inl) = E + m := by
  obtain ⟨hms, hk⟩ := mass_shell hE h
  have hd : 0 < E + m := by
    by_contra hc
    have h1 : 0 ≤ -(E + m) := by linarith
    have h2 : 0 ≤ E - m := by linarith
    nlinarith [mul_nonneg h1 h2, pow_pos hp 2]
  have hup : sigmaDot p *ᵥ (u ∘ Sum.inl) = ((s * pmag p : ℝ) : ℂ) • (u ∘ Sum.inl) := by
    ext i
    have e := congrFun h.helicity (.inl i)
    simpa [spinDot, fromBlocks_mulVec] using e
  have hlow : ∀ i, u (.inr i) = ((s * pmag p / (E + m) : ℝ) : ℂ) * u (.inl i) := by
    intro i
    have e := congrFun h.dirac (.inr i)
    rw [diracH, fromBlocks_mulVec, hup] at e
    simp [Matrix.smul_mulVec, Matrix.neg_mulVec] at e
    have hd' : (E : ℂ) + m ≠ 0 := by exact_mod_cast hd.ne'
    push_cast
    rw [div_mul_eq_mul_div, eq_div_iff hd']
    linear_combination -e
  refine ⟨hd, hlow, hup, ?_⟩
  have hn := congrArg Complex.re h.norm
  simp [dotProduct, Fintype.sum_sum_type, Fin.sum_univ_two, hlow,
    -Complex.ofReal_div, -Complex.ofReal_mul] at hn
  have hr : (s * pmag p / (E + m)) ^ 2 * (E + m) = E - m := by
    rw [div_pow, hk, div_mul_eq_mul_div, div_eq_iff (by positivity)]
    linear_combination -(E + m) * hms
  simp only [density, Function.comp_apply, Complex.normSq_apply]
  apply mul_left_cancel₀ (show 2 * E ≠ 0 by positivity)
  linear_combination (E + m) * hn - ((u (.inl 0)).re ^ 2 + (u (.inl 0)).im ^ 2 +
    (u (.inl 1)).re ^ 2 + (u (.inl 1)).im ^ 2) * hr

/-- Squared overlap of two helicity spinors of equal mass and energy `E > 0`, with non-zero
momenta at angle `θ`, for any pair of helicities. -/
theorem overlap_sq (hE : 0 < E) (hp : 0 < pmag p) (h : IsHelicitySpinor m E s p u)
    (h' : IsHelicitySpinor m E s' p' u') (hθ : p ⬝ᵥ p' = pmag p * pmag p' * Real.cos θ) :
    ‖star u' ⬝ᵥ u‖ ^ 2 =
      (E + m + s * s' * (E - m)) ^ 2 * (1 + s * s' * Real.cos θ) / 2 := by
  obtain ⟨hms, hk⟩ := mass_shell hE h
  obtain ⟨hms', hk'⟩ := mass_shell hE h'
  -- equal energies force equal momentum magnitudes
  have hqq : pmag p' ^ 2 = pmag p ^ 2 := by linarith
  have hq : pmag p' = pmag p :=
    (sq_eq_sq₀ (Real.sqrt_nonneg _) (Real.sqrt_nonneg _)).mp hqq
  obtain ⟨hd, hl, hu, hn⟩ := two_spinor_form hE hp h
  obtain ⟨-, hl', hu', hn'⟩ := two_spinor_form hE (hq ▸ hp) h'
  rw [hq] at hθ hk' hl' hu'
  have hq2 : pmag p ^ 2 ≠ 0 := by positivity
  have hs : s ^ 2 = 1 := mul_right_cancel₀ hq2 (by linear_combination hk)
  have hs' : s' ^ 2 = 1 := mul_right_cancel₀ hq2 (by linear_combination hk')
  have hb : p ⬝ᵥ p' * (E + m) ^ 2 =
      s * s' * pmag p ^ 2 * (bloch (u ∘ Sum.inl) ⬝ᵥ bloch (u' ∘ Sum.inl)) := by
    simp only [dotProduct, Finset.sum_mul, Finset.mul_sum]
    refine Finset.sum_congr rfl fun i _ => ?_
    have b := bloch_parallel hu i
    have b' := bloch_parallel hu' i
    rw [hn] at b
    rw [hn'] at b'
    linear_combination p' i * (E + m) * b + s * pmag p * bloch (u ∘ Sum.inl) i * b'
  have hf := fierz (u ∘ Sum.inl) (u' ∘ Sum.inl)
  rw [hn, hn'] at hf
  have hB : bloch (u ∘ Sum.inl) ⬝ᵥ bloch (u' ∘ Sum.inl) =
      s * s' * Real.cos θ * (E + m) ^ 2 := by
    apply mul_left_cancel₀ hq2
    rw [hθ] at hb
    linear_combination (-s * s') * hb - pmag p ^ 2 *
      (bloch (u ∘ Sum.inl) ⬝ᵥ bloch (u' ∘ Sum.inl)) * (s' ^ 2 * hs + hs')
  -- the lower components rescale the two-spinor overlap by a real factor
  have hr : (1 + s * pmag p / (E + m) * (s' * pmag p / (E + m))) * (E + m) =
      E + m + s * s' * (E - m) := by
    field_simp
    linear_combination (-s * s') * hms
  have ha : star u' ⬝ᵥ u = ((1 + s * pmag p / (E + m) * (s' * pmag p / (E + m)) : ℝ) : ℂ) *
      (star (u' ∘ Sum.inl) ⬝ᵥ (u ∘ Sum.inl)) := by
    simp [dotProduct, Fintype.sum_sum_type, Fin.sum_univ_two, hl, hl']
    ring
  rw [Complex.sq_norm, ha, Complex.normSq_mul, Complex.normSq_ofReal, ← hr]
  rw [hB] at hf
  linear_combination (1 + s * pmag p / (E + m) * (s' * pmag p / (E + m))) ^ 2 / 2 * hf

/-- For energy `E > 0` and non-zero momenta at angle `θ`, the squared overlap is
`4E² cos²(θ/2)` for equal helicity (`u'`) and `4m² sin²(θ/2)` for opposite helicity (`v`),
and the two add up to `4E² - 4|p|² sin²(θ/2)`. -/
theorem helicity_overlaps (hE : 0 < E) (hp : 0 < pmag p) (h : IsHelicitySpinor m E s p u)
    (h' : IsHelicitySpinor m E s p' u') (hv : IsHelicitySpinor m E (-s) p' v)
    (hθ : p ⬝ᵥ p' = pmag p * pmag p' * Real.cos θ) :
    ‖star u' ⬝ᵥ u‖ ^ 2 = 4 * E ^ 2 * Real.cos (θ / 2) ^ 2 ∧
    ‖star v ⬝ᵥ u‖ ^ 2 = 4 * m ^ 2 * Real.sin (θ / 2) ^ 2 ∧
    ‖star u' ⬝ᵥ u‖ ^ 2 + ‖star v ⬝ᵥ u‖ ^ 2 =
      4 * E ^ 2 - 4 * pmag p ^ 2 * Real.sin (θ / 2) ^ 2 := by
  obtain ⟨hms, hk⟩ := mass_shell hE h
  have hs : s * s = 1 :=
    mul_right_cancel₀ (pow_pos hp 2).ne' (by linear_combination hk)
  have hs' : s * -s = -1 := by linarith
  have hc : Real.cos θ = 2 * Real.cos (θ / 2) ^ 2 - 1 := by
    rw [← Real.cos_two_mul, mul_div_cancel₀ θ two_ne_zero]
  have ht := Real.sin_sq_add_cos_sq (θ / 2)
  have e1 : ‖star u' ⬝ᵥ u‖ ^ 2 = 4 * E ^ 2 * Real.cos (θ / 2) ^ 2 := by
    rw [overlap_sq hE hp h h' hθ, hs, hc]
    ring
  have e2 : ‖star v ⬝ᵥ u‖ ^ 2 = 4 * m ^ 2 * Real.sin (θ / 2) ^ 2 := by
    rw [overlap_sq hE hp h hv hθ, hs', hc]
    linear_combination (-4 * m ^ 2) * ht
  refine ⟨e1, e2, ?_⟩
  rw [e1, e2]
  linear_combination 4 * E ^ 2 * ht - 4 * Real.sin (θ / 2) ^ 2 * hms

/-- The spinor with upper half `√(E+m) (x, y)` and lower half `s√(E-m) (x, y)`, for
`E ≥ |m|`. -/
def planeSpinor (m E s x y : ℝ) : Fin 2 ⊕ Fin 2 → ℂ :=
  Sum.elim ![((Real.sqrt (E + m) * x : ℝ) : ℂ), ((Real.sqrt (E + m) * y : ℝ) : ℂ)]
    ![((s * Real.sqrt (E - m) * x : ℝ) : ℂ), ((s * Real.sqrt (E - m) * y : ℝ) : ℂ)]

/-- For `m, E, P > 0` on the mass shell, the spinors built on `(cos(θ/2), sin(θ/2))` and
`(-sin(θ/2), cos(θ/2))` have helicity `1` and `-1` for momentum `P(sin θ, 0, cos θ)`. -/
theorem helicitySpinor_witness {P : ℝ} (hm : 0 < m) (hE : 0 < E) (hP : 0 < P)
    (hms : E ^ 2 = m ^ 2 + P ^ 2) (θ : ℝ) :
    IsHelicitySpinor m E 1 ![P * Real.sin θ, 0, P * Real.cos θ]
      (planeSpinor m E 1 (Real.cos (θ / 2)) (Real.sin (θ / 2))) ∧
    IsHelicitySpinor m E (-1) ![P * Real.sin θ, 0, P * Real.cos θ]
      (planeSpinor m E (-1) (-Real.sin (θ / 2)) (Real.cos (θ / 2))) := by
  have hd : 0 ≤ E - m := by nlinarith [pow_pos hP 2]
  have hA := Real.sq_sqrt (show 0 ≤ E + m by positivity)
  have hB := Real.sq_sqrt hd
  have hab : Real.sqrt (E + m) * Real.sqrt (E - m) = P := by
    rw [← Real.sqrt_mul (by positivity), show (E + m) * (E - m) = P ^ 2 by linarith,
      Real.sqrt_sq hP.le]
  -- both helicities at once, for a real eigenvector (x, y) of σ·n
  have key : ∀ a c s x y : ℝ, a ^ 2 + c ^ 2 = 1 → s ^ 2 = 1 → x ^ 2 + y ^ 2 = 1 →
      c * x + a * y = s * x → a * x - c * y = s * y →
      IsHelicitySpinor m E s ![P * a, 0, P * c] (planeSpinor m E s x y) := by
    intro a c s x y hac hs hxy h1 h2
    have hpm : pmag ![P * a, 0, P * c] = P := by
      have e : ![P * a, 0, P * c] ⬝ᵥ ![P * a, 0, P * c] = P ^ 2 := by
        simp [dotProduct, Fin.sum_univ_succ]
        linear_combination P ^ 2 * hac
      rw [pmag, e, Real.sqrt_sq hP.le]
    unfold planeSpinor
    generalize Real.sqrt (E + m) = f at *
    generalize Real.sqrt (E - m) = g at *
    have K1 : (P : ℂ) * g = (E - m) * f := by
      exact_mod_cast (show P * g = (E - m) * f by linear_combination (-g) * hab + f * hB)
    have K2 : (P : ℂ) * f = (E + m) * g := by
      exact_mod_cast (show P * f = (E + m) * g by linear_combination (-f) * hab + g * hA)
    have S : (s : ℂ) ^ 2 = 1 := by exact_mod_cast hs
    have T1 : (c : ℂ) * x + a * y = s * x := by exact_mod_cast h1
    have T2 : (a : ℂ) * x - c * y = s * y := by exact_mod_cast h2
    refine ⟨?_, ?_, ?_⟩
    · ext (i | i) <;> fin_cases i <;>
        simp [diracH, sigmaDot, Matrix.mulVec, dotProduct, Fin.sum_univ_two, Matrix.one_apply]
      · linear_combination (P * s * g : ℂ) * T1 + (P * g * x : ℂ) * S + (x : ℂ) * K1
      · linear_combination (P * s * g : ℂ) * T2 + (P * g * y : ℂ) * S + (y : ℂ) * K1
      · linear_combination (P * f : ℂ) * T1 + (s * x : ℂ) * K2
      · linear_combination (P * f : ℂ) * T2 + (s * y : ℂ) * K2
    · rw [hpm]
      ext (i | i) <;> fin_cases i <;>
        simp [spinDot, sigmaDot, Matrix.mulVec, dotProduct, Fin.sum_univ_two]
      · linear_combination (P * f : ℂ) * T1
      · linear_combination (P * f : ℂ) * T2
      · linear_combination (P * s * g : ℂ) * T1
      · linear_combination (P * s * g : ℂ) * T2
    · have e : f * x * (f * x) + f * y * (f * y) +
          (s * g * x * (s * g * x) + s * g * y * (s * g * y)) = 2 * E := by
        linear_combination (f ^ 2 + s ^ 2 * g ^ 2) * hxy + g ^ 2 * hs + hA + hB
      rw [← e]
      simp [dotProduct, Fintype.sum_sum_type, Fin.sum_univ_two]
  have c1 := Real.cos_sub θ (θ / 2)
  have s1 := Real.sin_sub θ (θ / 2)
  rw [sub_half] at c1 s1
  have ht := Real.sin_sq_add_cos_sq (θ / 2)
  exact ⟨key _ _ _ _ _ (Real.sin_sq_add_cos_sq θ) (by norm_num) (by linarith)
      (by linarith) (by linarith),
    key _ _ _ _ _ (Real.sin_sq_add_cos_sq θ) (by norm_num) (by linarith)
      (by linarith) (by linarith)⟩

end

end MottHelicity
```

```lean
#print axioms MottHelicity.helicity_overlaps
```

```
'MottHelicity.helicity_overlaps' depends on axioms: [propext, Classical.choice, Quot.sound]
```

## Where each step is proved

`mass_shell` picks a non-zero component of `u`, which exists because $2E>0$. Its auxiliary statement `sq` says that $A^2=b$ and $Au=au$ imply $a^2=b$; it is applied to the Hamiltonian and to $\boldsymbol\Sigma\cdot\mathbf p$.

`two_spinor_form` reads $\chi$ off the lower row and obtains the density $E+m$ from the normalisation. `bloch_parallel` splits the eigenvalue equation into real and imaginary parts and recombines them, component by component. `fierz` expands both sides into real coordinates, where `ring` finishes.

`overlap_sq` first derives equal momentum magnitudes. Then `hB` computes $\mathbf b\cdot\mathbf b'$, `ha` factors the four-spinor overlap, and `hr` simplifies the prefactor. The calls to `linear_combination` carry out the substitutions made above. `helicity_overlaps` sets $ss'=\pm1$ and uses the half-angle formulas.

`helicitySpinor_witness` verifies explicit spinors of both helicities for $m,P>0$ and momentum $P(\sin\theta,0,\cos\theta)$; $\theta=0$ supplies an incoming electron along $z$. Its inner statement `key` treats both helicities at once, starting from a real eigenvector $(x,y)$ of $\boldsymbol\sigma\cdot\mathbf p/P$ and using $\sqrt{E+m}\,\sqrt{E-m}=P$.
